# The charge-equation determinant is −1ᵀ adj(J) 1 and is unchanged by a uniform shift of J

In charge-equalisation models of a molecule at fixed geometry, charge flows between atoms until they share one chemical potential μ. A quadratic model gives the charges q_i the energy

E = Σ_i χ_i q_i + ½ Σ_ij q_i J_ij q_j,

with electronegativities χ_i and a symmetric hardness matrix J. The diagonal of J holds the atomic hardnesses, and the off-diagonal entries hold the interactions between charges on different atoms. Making E stationary at total charge Q gives χ_i + (Jq)_i = μ. Here μ = ∂E/∂q_i is taken with respect to positive charge, so it is the equalised electronegativity; the chemical potential of the electrons has the opposite sign. When do these equations fix the charges, and does it matter if J itself is singular?

```lean
import Mathlib

open Matrix Polynomial

namespace ChargeEqualisation

variable {n R : Type*} [Fintype n] [DecidableEq n] [CommRing R]
```

`n` is the finite set of atoms and `R` the commutative ring of entries; for physics, take the real numbers.

```lean
/-- The matrix `A` bordered by a column `u`, a row `v` and a corner entry `d`. -/
def border (A : Matrix n n R) (u v : n → R) (d : R) : Matrix (n ⊕ Unit) (n ⊕ Unit) R :=
  fromBlocks A (of fun i _ => u i) (of fun _ j => v j) (of fun _ _ => d)
```

`border A u v d` is the block matrix (A, u ; vᵀ, d), with the semicolon separating block rows. The index type `n ⊕ Unit` means the atoms plus one extra index.

```lean
/-- The matrix of the charge equations: the hardness matrix `J` bordered by ones,
with a zero in the corner. -/
def equalisationMatrix (J : Matrix n n R) : Matrix (n ⊕ Unit) (n ⊕ Unit) R :=
  border J 1 1 0
```

Here the border is 1, the vector of ones, and the corner is 0. The extra row imposes the total charge.

```lean
/-- The hardness matrix with the same constant `c` added to every entry. -/
def uniformShift (J : Matrix n n R) (c : R) : Matrix n n R :=
  J + of fun _ _ => c
```

This is J + c 11ᵀ: every entry, diagonal or not, grows by c.

```lean
/-- The charge equations: on every atom the electronegativity `χ i` plus the response
`(J q) i` equals the common chemical potential `μ`, and the charges `q` add up to `Q`. -/
def IsEqualised (J : Matrix n n R) (χ : n → R) (Q : R) (q : n → R) (μ : R) : Prop :=
  (∀ i, χ i + (J *ᵥ q) i = μ) ∧ ∑ i, q i = Q
```

`IsEqualised` states the equations directly; `*ᵥ` is matrix times vector. Neither symmetry nor positivity of J is assumed, so a solution need not be an energy minimum.

## The determinant, with singular J included

```lean
/-- The determinant formula for a bordered matrix, multiplied through by `det A`. -/
theorem det_mul_det_border (A : Matrix n n R) (u v : n → R) (d : R) :
    A.det * (border A u v d).det =
      A.det * (d * A.det - v ⬝ᵥ (A.adjugate *ᵥ u)) := by
  have hA : A *ᵥ (A.adjugate *ᵥ u) = A.det • u := by
    rw [mulVec_mulVec, mul_adjugate, smul_mulVec, one_mulVec]
  generalize A.adjugate *ᵥ u = w at hA ⊢
  -- eliminate the border column by a block triangular factor
  have h : border A u v d * fromBlocks 1 (of fun i _ => -w i) 0 (of fun _ _ => A.det) =
      fromBlocks A 0 (of fun _ j => v j) (of fun _ _ => d * A.det - v ⬝ᵥ w) := by
    rw [border, fromBlocks_multiply, fromBlocks_inj]
    refine ⟨by simp, ?_, by simp, ?_⟩
    · ext i j
      have hi := congrFun hA i
      simp only [mulVec, dotProduct, Pi.smul_apply, smul_eq_mul] at hi
      simp only [Matrix.add_apply, Matrix.mul_apply, of_apply, Finset.univ_unique,
        Finset.sum_singleton, mul_neg, Finset.sum_neg_distrib, Matrix.zero_apply]
      linear_combination -hi
    · ext i j
      simp only [Matrix.add_apply, Matrix.mul_apply, of_apply, Finset.univ_unique,
        Finset.sum_singleton, mul_neg, Finset.sum_neg_distrib, dotProduct]
      ring
  have hdet : ∀ x : R, (of fun _ _ => x : Matrix Unit Unit R).det = x := fun x => by
    rw [det_unique]; rfl
  have h2 := congrArg Matrix.det h
  rw [det_mul, det_fromBlocks_zero₂₁, det_fromBlocks_zero₁₂, det_one, hdet, hdet] at h2
  linear_combination h2
```

Let w = adj(A)u, where adj is the adjugate, so that Aw = det(A) u. With I the identity, multiply:

(A, u ; vᵀ, d) (I, −w ; 0, det A) = (A, 0 ; vᵀ, d det A − vᵀw).

The upper right block vanishes because −Aw + det(A) u = 0. Taking determinants gives

det A · det(A, u ; vᵀ, d) = det A · (d det A − vᵀ adj(A) u).

In Lean, `h` is the matrix product and `h2` its determinant; `⬝ᵥ` is the dot product.

```lean
/-- Over any commutative ring, a matrix `A` bordered by `u`, `v` and `d` has determinant
`d det A - vᵀ adj(A) u`. -/
theorem det_border (A : Matrix n n R) (u v : n → R) (d : R) :
    (border A u v d).det = d * A.det - v ⬝ᵥ (A.adjugate *ᵥ u) := by
  -- `B = A + X` has a monic determinant and becomes `A` at `X = 0`
  obtain ⟨B, hB, hmap⟩ : ∃ B : Matrix n n R[X],
      B.det.Monic ∧ (evalRingHom (0 : R)).mapMatrix B = A := by
    refine ⟨charmatrix (-A), charpoly_monic (-A), ?_⟩
    ext i j
    by_cases hij : i = j
    · subst hij
      simp
    · simp [hij]
  -- cancel the monic determinant
  have h := hB.isRegular.left
    (det_mul_det_border B (fun i => C (u i)) (fun i => C (v i)) (C d))
  have hbor : (evalRingHom (0 : R)).mapMatrix
      (border B (fun i => C (u i)) (fun i => C (v i)) (C d)) = border A u v d := by
    ext (i | i) (j | j)
    · exact congrFun (congrFun hmap i) j
    · simp [border]
    · simp [border]
    · simp [border]
  have hadj : ∀ i j, evalRingHom (0 : R) (B.adjugate i j) = A.adjugate i j := by
    intro i j
    have h1 := congrFun (congrFun (RingHom.map_adjugate (evalRingHom (0 : R)) B) i) j
    rw [hmap] at h1
    exact h1
  have hC : ∀ r : R, evalRingHom (0 : R) (C r) = r := fun r => by simp
  -- set `X = 0`
  have h0 := congrArg (evalRingHom (0 : R)) h
  rw [RingHom.map_det, hbor, map_sub, map_mul, RingHom.map_det, hmap] at h0
  rw [h0]
  simp only [dotProduct, mulVec, map_sum, map_mul, hadj, hC]
```

The factor det A may be zero, so it cannot simply be cancelled. Replace A by B = A + X I, with X a polynomial variable. Then det B has leading coefficient 1 and can be cancelled:

det(B, u ; vᵀ, d) = d det B − vᵀ adj(B) u.

Setting X = 0 gives the formula for A. Lean builds B as `charmatrix (-A)` and sets X = 0 with `evalRingHom`, which commutes with determinants and adjugates.

```lean
/-- The bordered matrix of the charge equations has determinant `-1ᵀ adj(J) 1`. -/
theorem det_equalisationMatrix (J : Matrix n n R) :
    (equalisationMatrix J).det = -((1 : n → R) ⬝ᵥ (J.adjugate *ᵥ 1)) := by
  rw [equalisationMatrix, det_border, zero_mul, zero_sub]
```

Putting u = v = 1 and d = 0 leaves

det(J, 1 ; 1ᵀ, 0) = −1ᵀ adj(J) 1,

minus the sum of all entries of adj(J).

## Shifting every entry of J

```lean
/-- Adding a constant to every entry of the hardness matrix leaves the determinant of the
charge equations unchanged. -/
theorem det_equalisationMatrix_uniformShift (J : Matrix n n R) (c : R) :
    (equalisationMatrix (uniformShift J c)).det = (equalisationMatrix J).det := by
  -- the shift adds `c` times the border row to every atomic row
  have h : equalisationMatrix (uniformShift J c) =
      fromBlocks 1 (of fun _ _ => c) 0 1 * equalisationMatrix J := by
    rw [equalisationMatrix, equalisationMatrix, border, border, fromBlocks_multiply,
      fromBlocks_inj]
    refine ⟨?_, ?_, ?_, ?_⟩ <;> ext i j <;> simp [uniformShift, Matrix.mul_apply]
  rw [h, det_mul, det_fromBlocks_zero₂₁, det_one, det_one, one_mul, one_mul]
```

Add c times the border row (1ᵀ, 0) to each atomic row. J becomes J + c 11ᵀ, while the border stays the same. This is left multiplication by (I, c1 ; 0, 1), whose determinant is 1.

The same row operation with an atom-dependent a_i in place of c shows that J + a1ᵀ also has the same bordered determinant.

```lean
/-- Adding `c` to every entry of the hardness matrix adds `c` times `1ᵀ adj(J) 1` to its own
determinant. -/
theorem det_uniformShift (J : Matrix n n R) (c : R) :
    (uniformShift J c).det = J.det + c * ((1 : n → R) ⬝ᵥ (J.adjugate *ᵥ 1)) := by
  have h := det_border J 1 (fun _ => -c) 1
  have hs : border J 1 (fun _ => -c) 1 =
      fromBlocks J (of fun _ _ => 1) (of fun _ _ => -c) 1 := by
    rw [border, fromBlocks_inj]
    refine ⟨rfl, rfl, rfl, ?_⟩
    ext i j
    simp
  have hJ : J - (of fun _ _ => 1 : Matrix n Unit R) * (of fun _ _ => -c : Matrix Unit n R) =
      uniformShift J c := by
    ext i j
    simp [uniformShift, Matrix.mul_apply]
  have hd : ∀ w : n → R, (fun _ => -c) ⬝ᵥ w = -(c * ((1 : n → R) ⬝ᵥ w)) := by
    intro w
    simp [dotProduct, Finset.mul_sum]
  rw [hs, det_fromBlocks_one₂₂, hJ, hd] at h
  linear_combination h
```

The unbordered determinant changes unless c 1ᵀ adj(J) 1 = 0. Border J with u = 1, v = −c1 and d = 1. The general formula gives det J + c 1ᵀ adj(J) 1; eliminating the border through its corner 1 gives det(J + c 11ᵀ). The two are equal.

## From the determinant to the charges

```lean
omit [DecidableEq n] in
/-- The bordered linear system with unknowns `(q, -μ)` and right-hand side `(-χ, Q)` is
equivalent to the charge equations. -/
theorem equalisationMatrix_mulVec_iff (J : Matrix n n R) (χ : n → R) (Q : R)
    (q : n → R) (μ : R) :
    equalisationMatrix J *ᵥ Sum.elim q (fun _ => -μ) =
      Sum.elim (fun i => -χ i) (fun _ => Q) ↔ IsEqualised J χ Q q μ := by
  have h1 : ∀ i, (equalisationMatrix J *ᵥ Sum.elim q (fun _ => -μ)) (Sum.inl i) =
      (J *ᵥ q) i - μ := by
    intro i
    simp [equalisationMatrix, border, mulVec, dotProduct, sub_eq_add_neg]
  have h2 : ∀ i, (equalisationMatrix J *ᵥ Sum.elim q (fun _ => -μ)) (Sum.inr i) =
      ∑ j, q j := by
    intro i
    simp [equalisationMatrix, border, mulVec, dotProduct]
  constructor
  · intro h
    refine ⟨fun i => ?_, (h2 ()).symm.trans (congrFun h (Sum.inr ()))⟩
    have hi := (h1 i).symm.trans (congrFun h (Sum.inl i))
    simp only [Sum.elim_inl] at hi
    linear_combination hi
  · rintro ⟨ha, hb⟩
    funext k
    rcases k with i | i
    · rw [h1, Sum.elim_inl]
      linear_combination ha i
    · rw [h2, Sum.elim_inr, hb]
```

With unknowns (q, −μ) and right-hand side (−χ, Q), the rows read

(Jq)_i − μ = −χ_i,  Σ_i q_i = Q.

These are the charge equations. The proof checks the two kinds of row separately.

```lean
/-- If `1ᵀ adj(J) 1` is invertible, the charge equations have exactly one solution for the
charges and the chemical potential. -/
theorem existsUnique_isEqualised (J : Matrix n n R) (χ : n → R) (Q : R)
    (h : IsUnit ((1 : n → R) ⬝ᵥ (J.adjugate *ᵥ 1))) :
    ∃! p : (n → R) × R, IsEqualised J χ Q p.1 p.2 := by
  have hM : IsUnit (equalisationMatrix J).det := by
    rw [det_equalisationMatrix]
    exact h.neg
  obtain ⟨x, hx⟩ : ∃ x, x = (equalisationMatrix J)⁻¹ *ᵥ
      Sum.elim (fun i => -χ i) (fun _ => Q) := ⟨_, rfl⟩
  refine ⟨(fun i => x (Sum.inl i), -x (Sum.inr ())), ?_, ?_⟩
  · show IsEqualised J χ Q (fun i => x (Sum.inl i)) (-x (Sum.inr ()))
    have he : Sum.elim (fun i => x (Sum.inl i)) (fun _ => - -x (Sum.inr ())) = x := by
      funext k
      rcases k with i | i <;> simp
    rw [← equalisationMatrix_mulVec_iff, he, hx, mulVec_mulVec, mul_nonsing_inv _ hM,
      one_mulVec]
  · rintro ⟨q, μ⟩ hq
    have hy := (equalisationMatrix_mulVec_iff J χ Q q μ).2 hq
    have hxy : Sum.elim q (fun _ => -μ) = x := by
      rw [hx, ← hy, mulVec_mulVec, nonsing_inv_mul _ hM, one_mulVec]
    refine Prod.ext (funext fun i => congrFun hxy (Sum.inl i)) ?_
    have hr := congrFun hxy (Sum.inr ())
    simp only [Sum.elim_inr] at hr
    show μ = -x (Sum.inr ())
    linear_combination -hr
```

If 1ᵀ adj(J) 1 is invertible (nonzero, for real numbers), so is the bordered determinant. Multiplying the right-hand side by the inverse matrix gives a solution, and multiplying any other solution through by the inverse shows that it is the same one. `∃!` covers the pair (q, μ).

For at least one atom and real entries, the condition means that no nonzero charge rearrangement with zero total has a uniform response Jq. In this quadratic, fixed-geometry model, whether the charges are uniquely determined therefore depends on whether the bordered matrix is singular, not on whether J is. The theorem proves one direction. The other is ordinary linear algebra and is not formalised here: over the real numbers, a singular bordered matrix gives either no solution or infinitely many sets of charges. A method that solves the equations by inverting J still needs J to be invertible.

```lean
omit [DecidableEq n] in
/-- Under a uniform shift of the hardness matrix by `c` the same charges solve the charge
equations, with the chemical potential moved by `c Q`. -/
theorem isEqualised_uniformShift_iff (J : Matrix n n R) (χ : n → R) (Q c : R)
    (q : n → R) (μ : R) :
    IsEqualised (uniformShift J c) χ Q q (μ + c * Q) ↔ IsEqualised J χ Q q μ := by
  have h : ∀ i, (uniformShift J c *ᵥ q) i = (J *ᵥ q) i + c * ∑ j, q j := by
    intro i
    simp [uniformShift, mulVec, dotProduct, add_mul, Finset.sum_add_distrib, Finset.mul_sum]
  constructor
  · rintro ⟨h1, h2⟩
    refine ⟨fun i => ?_, h2⟩
    have hi := h1 i
    rw [h, h2] at hi
    linear_combination hi
  · rintro ⟨h1, h2⟩
    refine ⟨fun i => ?_, h2⟩
    rw [h, h2]
    linear_combination h1 i
```

Since Σ_j q_j = Q,

((J + c 11ᵀ)q)_i = (Jq)_i + cQ.

The same charges solve the shifted equations, with μ replaced by μ + cQ. Physically, the shift adds the constant ½cQ² to the energy.

```lean
/-- For two atoms with hardnesses `a`, `b` and mutual interaction `g`, the determinant of the
charge equations is `-(a + b - 2 g)`. -/
theorem det_equalisationMatrix_two (a b g : R) :
    (equalisationMatrix !![a, g; g, b]).det = -(a + b - 2 * g) := by
  rw [det_equalisationMatrix, adjugate_fin_two]
  simp only [mulVec, dotProduct, Fin.sum_univ_two, Pi.one_apply, of_apply, cons_val_zero,
    cons_val_one, cons_val', cons_val_fin_one]
  ring

end ChargeEqualisation
```

For two atoms adj(J) = (b, −g ; −g, a), whose entries sum to a + b − 2g. With a = 1, b = 4 and g = 2 (numbers chosen for the algebra, not taken from a real molecule), det J = 0 but the bordered determinant is −1: J is singular, yet the charges are unique.

```lean
#print axioms ChargeEqualisation.det_equalisationMatrix_uniformShift
#print axioms ChargeEqualisation.existsUnique_isEqualised
#print axioms ChargeEqualisation.isEqualised_uniformShift_iff
#print axioms ChargeEqualisation.det_equalisationMatrix_two
```

```
'ChargeEqualisation.det_equalisationMatrix_uniformShift' depends on axioms: [propext, Classical.choice, Quot.sound]
'ChargeEqualisation.existsUnique_isEqualised' depends on axioms: [propext, Classical.choice, Quot.sound]
'ChargeEqualisation.isEqualised_uniformShift_iff' depends on axioms: [propext, Classical.choice, Quot.sound]
'ChargeEqualisation.det_equalisationMatrix_two' depends on axioms: [propext, Classical.choice, Quot.sound]
```
